# Integer Angular Moments of the Unscreened Mott Distribution Are Finite Exactly from Order Two

Q: You translate "this cross section is finite" as "this function of c = cos θ is Lebesgue integrable on the open interval (-1, 1)". Why should I accept that as the physics? A cross section is a number, and I would have expected a statement about the value of an integral.

A: A statement about the value would be weaker than it looks. Lean's integral is defined for every function and returns 0 when the function is not integrable, so the total Mott cross section would come out as zero. That is the trap in formalising a divergence: the integral sign alone can't show it. Integrability can. For speeds 0 ≤ β ≤ 1, in units of the speed of light, the integrand is nonnegative on the interval, so failing to be integrable means precisely that the area under the curve is infinite.

Q: And the endpoint c = 1, exact forward scattering?

A: A single point has measure zero, so leaving it out changes nothing. The divergence comes from the neighbourhood of c = 1, and the open interval contains all of that.

Q: Then show me that the integrand is the right one.

A: For an electron scattered by a fixed point charge, at lowest order and averaged over spin, the Mott cross section per solid angle is proportional to

(1 - β² sin²(θ/2)) / sin⁴(θ/2).

Since sin²(θ/2) = (1 - c)/2, this is, up to a constant,

(1 - β²(1 - c)/2) / (1 - c)².

The azimuthal integration gives 2π, and sin θ dθ becomes dc. Weighting with (1 - c)^j, where j is a natural number, gives the total cross section for j = 0 and the momentum-transfer cross section for j = 1. At fixed nonzero speed and momentum the omitted prefactor is finite and positive, so it has no influence on convergence.

```lean
import Mathlib

open MeasureTheory Set

namespace MottMoments

noncomputable section

/-- The Mott angular distribution, without constant prefactors, weighted by `(1 - c) ^ j`,
where `c` is the cosine of the scattering angle and `β` the speed in units of that of light. -/
def mottMoment (β : ℝ) (j : ℕ) (c : ℝ) : ℝ :=
  (1 - β ^ 2 * (1 - c) / 2) * (1 - c) ^ j / (1 - c) ^ 2
```

Here `mottMoment β j c` is the weighted integrand, not yet the integral. The type of `β` is the real numbers, with no bound. The theorems hold for all of them, and the physical range is a special case.

Q: What has been idealised away?

A: Target recoil, nuclear size, higher orders in the charge, and the screening by atomic electrons or a surrounding plasma. Screening is the one that matters for the divergence, so it gets a definition of its own.

```lean
/-- The weighted Mott distribution with the Coulomb denominator softened by a screening
parameter `η`. -/
def screenedMoment (β η : ℝ) (j : ℕ) (c : ℝ) : ℝ :=
  (1 - β ^ 2 * (1 - c) / 2) * (1 - c) ^ j / (1 - c + η) ^ 2
```

The parameter `η` stands for a finite range of the potential. For a Yukawa potential with inverse range μ and an electron of momentum p, in units with ħ = 1, the squared momentum transfer is 2p²(1 - c), and the Coulomb denominator is replaced by one proportional to (1 - c + η)² with η = μ²/(2p²). The file takes η as a given number and does not derive it from a potential.

Q: Before any more Lean, do the calculation by hand.

A: Put u = 1 - c, which runs from 0 (forward) to 2 (backward). Write f_j for the integrand with weight u^j:

f_j = (1 - β²u/2) u^j / u².

For j = 1 this is

f_1 = 1/u - β²/2.

The constant is harmless, but the integral of 1/u from ε to 2 is log(2/ε), which grows without bound as ε → 0. So f_1 is not integrable.

For j = 0, note that f_1 = u f_0 and that u is at most 2. If f_0 were integrable, f_1 would be as well, and it isn't.

For j = k + 2, with k = 0, 1, 2, …, the denominator cancels:

f_(k+2) = (1 - β²u/2) u^k.

This is a polynomial on a bounded interval, hence integrable. Its integral is

∫₀² (u^k - (β²/2) u^(k+1)) du
= 2^(k+1)/(k+1) - (β²/2) · 2^(k+2)/(k+2)
= 2^(k+1) (1/(k+1) - β²/(k+2)).

For k = 0 this is 2 - β².

Q: Your j = 0 case leans on j = 1. How does that step look formally?

A: It is a lemma about raising the weight by one power.

```lean
/-- If one angular moment is integrable, so is the next higher one. -/
theorem integrable_succ {β : ℝ} {j : ℕ}
    (h : IntegrableOn (mottMoment β j) (Ioo (-1) 1)) :
    IntegrableOn (mottMoment β (j + 1)) (Ioo (-1) 1) := by
  have hle : (-1 : ℝ) ≤ 1 := by norm_num
  rw [← intervalIntegrable_iff_integrableOn_Ioo_of_le hle] at h ⊢
  have hc : ContinuousOn (fun c : ℝ => 1 - c) (uIcc (-1) 1) := by fun_prop
  have e : mottMoment β (j + 1) = fun c => mottMoment β j c * (1 - c) := by
    funext c
    simp only [mottMoment]
    rw [pow_succ]
    ring
  rw [e]
  exact h.mul_continuousOn hc
```

The equation `e` is f_(j+1) = f_j · (1 - c). The last line uses the fact that an integrable function times a continuous function on a closed bounded interval is integrable, which is the bound u ≤ 2 in a more general form. The rewriting before it only passes from the set (-1, 1) to an integral between endpoints, the form in which Mathlib states that fact.

Q: And the logarithm? I see no limit ε → 0 in what comes next.

A: The limit is inside a Mathlib theorem: 1/(x - a) is integrable between two distinct endpoints only if a lies outside the closed interval they span. The proof brings f_1 into that shape. Suppose f_1 is integrable. Then so is

-f_1 - β²/2 = -1/u = 1/(c - 1).

```lean
/-- The unscreened momentum-transfer integrand is not integrable over the scattering angles. -/
theorem momentumTransfer_not_integrable (β : ℝ) :
    ¬ IntegrableOn (mottMoment β 1) (Ioo (-1) 1) := by
  intro h
  have hle : (-1 : ℝ) ≤ 1 := by norm_num
  have hk : IntegrableOn (fun _ : ℝ => β ^ 2 / 2) (Ioo (-1 : ℝ) 1) :=
    (continuousOn_const (s := Icc (-1 : ℝ) 1)).integrableOn_Icc.mono_set Ioo_subset_Icc_self
  have h3 : IntegrableOn (fun c => -mottMoment β 1 c - β ^ 2 / 2) (Ioo (-1) 1) :=
    Integrable.sub (Integrable.neg h) hk
  -- Removing the constant part leaves the bare pole at forward scattering.
  have h2 : IntegrableOn (fun c : ℝ => (c - 1)⁻¹) (Ioo (-1) 1) := by
    refine h3.congr_fun ?_ measurableSet_Ioo
    intro c hc
    have hu : 1 - c ≠ 0 := (sub_pos.mpr hc.2).ne'
    show -mottMoment β 1 c - β ^ 2 / 2 = (c - 1)⁻¹
    rw [← neg_sub 1 c, inv_neg]
    unfold mottMoment
    field_simp
    ring
  rw [← intervalIntegrable_iff_integrableOn_Ioo_of_le hle, intervalIntegrable_sub_inv_iff] at h2
  rcases h2 with h2 | h2
  · norm_num at h2
  · exact h2 right_mem_uIcc
```

In the code `h3` is the integrability of the left side, and `h2` carries it over to the bare pole. The Mathlib criterion then leaves two ways out: the endpoints -1 and 1 coincide, or 1 is not in the closed interval from -1 to 1. Both are false.

Q: So the pole sits at an endpoint, and that still counts.

A: Yes. The criterion is about the closed interval, which is what we need, because forward scattering is at the edge of the angular range and not inside it.

Q: Now the convergent side.

A: First the cancellation, which needs u ≠ 0 and so assumes c < 1.

```lean
/-- Away from the forward direction, two or more factors `1 - c` cancel the Coulomb
denominator. -/
theorem moment_cancel (β : ℝ) (k : ℕ) {c : ℝ} (hc : c < 1) :
    mottMoment β (k + 2) c = (1 - β ^ 2 * (1 - c) / 2) * (1 - c) ^ k := by
  have hu : 1 - c ≠ 0 := (sub_pos.mpr hc).ne'
  rw [mottMoment, pow_add, ← mul_assoc, mul_div_cancel_right₀ _ (pow_ne_zero 2 hu)]
```

Then the equivalence itself.

```lean
/-- The `j`-th angular moment of the unscreened Mott distribution is integrable exactly when
`j` is at least two. -/
theorem mottMoment_integrable_iff (β : ℝ) (j : ℕ) :
    IntegrableOn (mottMoment β j) (Ioo (-1) 1) ↔ 2 ≤ j := by
  constructor
  · intro h
    by_contra hj
    have hj' : j = 0 ∨ j = 1 := by omega
    rcases hj' with rfl | rfl
    · exact momentumTransfer_not_integrable β (integrable_succ h)
    · exact momentumTransfer_not_integrable β h
  · intro hj
    obtain ⟨k, rfl⟩ : ∃ k, j = k + 2 := ⟨j - 2, by omega⟩
    -- The integrand agrees with a polynomial on the open interval.
    have hp : ContinuousOn (fun c : ℝ => (1 - β ^ 2 * (1 - c) / 2) * (1 - c) ^ k)
        (Icc (-1) 1) := by fun_prop
    exact (hp.integrableOn_Icc.mono_set Ioo_subset_Icc_self).congr_fun
      (fun c hc => (moment_cancel β k hc.2).symm) measurableSet_Ioo
```

Read in words: for every real β and every natural number j, the weighted Mott distribution is integrable over -1 < c < 1 if and only if j is at least 2. From left to right, a j below 2 is 0 or 1. The case 1 is excluded directly, and the case 0 after one use of `integrable_succ`. From right to left, j is written as k + 2, and the integrand agrees on the interval with a continuous function.

Q: It only speaks of whole-number weights.

A: It does, and those include the total and the momentum-transfer cross sections. Once integrability is known, the value of the integral means what you expect it to mean, so the closed form can be stated as an equation.

```lean
/-- The closed form of every convergent angular moment of the Mott distribution. -/
theorem convergent_moment_value (β : ℝ) (k : ℕ) :
    ∫ c in Ioo (-1) 1, mottMoment β (k + 2) c =
      2 ^ (k + 1) * (1 / ((k : ℝ) + 1) - β ^ 2 / ((k : ℝ) + 2)) := by
  have hle : (-1 : ℝ) ≤ 1 := by norm_num
  have k1 : (k : ℝ) + 1 ≠ 0 := by positivity
  have k2 : (k : ℝ) + 2 ≠ 0 := by positivity
  rw [setIntegral_congr_fun measurableSet_Ioo (fun c hc => moment_cancel β k hc.2),
    ← integral_Ioc_eq_integral_Ioo, ← intervalIntegral.integral_of_le hle]
  have hF : ∀ c ∈ uIcc (-1 : ℝ) 1, HasDerivAt
      (fun x : ℝ => β ^ 2 / 2 * ((1 - x) ^ (k + 2) / ((k : ℝ) + 2))
        - (1 - x) ^ (k + 1) / ((k : ℝ) + 1))
      ((1 - β ^ 2 * (1 - c) / 2) * (1 - c) ^ k) c := by
    intro c _
    have hu : HasDerivAt (fun x : ℝ => 1 - x) (-1) c := (hasDerivAt_id' c).const_sub 1
    have h1 := (hu.fun_pow (k + 1)).div_const ((k : ℝ) + 1)
    have h2 := ((hu.fun_pow (k + 2)).div_const ((k : ℝ) + 2)).const_mul (β ^ 2 / 2)
    refine (h2.fun_sub h1).congr_deriv ?_
    rw [show k + 2 - 1 = k + 1 by omega, show k + 1 - 1 = k by omega]
    push_cast
    field_simp
    ring
  rw [intervalIntegral.integral_eq_sub_of_hasDerivAt hF
    (Continuous.intervalIntegrable (by fun_prop) _ _)]
  have e2 : (1 : ℝ) - -1 = 2 := by norm_num
  simp only [sub_self, e2]
  rw [zero_pow (by omega : k + 2 ≠ 0), zero_pow (by omega : k + 1 ≠ 0)]
  field_simp
  ring
```

The proof replaces the integrand by its polynomial and differentiates the antiderivative

(β²/2) u^(k+2)/(k+2) - u^(k+1)/(k+1), with u = 1 - c.

Because du/dc = -1, the signs are the reverse of those you would write in the variable u. At c = 1 both terms vanish, and the value at c = -1, subtracted, gives the result.

Q: "Not integrable" tells me nothing about how bad the divergence is. A physicist wants to know whether it is a power or a logarithm.

A: For that, remove a forward cone and keep only 1 - c ≥ ε. For a small minimum angle θ_min, ε is about θ_min²/2. The integrals are elementary:

∫_ε² (1/u² - β²/(2u)) du = 1/ε - 1/2 - (β²/2) log(2/ε),

∫_ε² (1/u - β²/2) du = log(2/ε) - (β²/2)(2 - ε).

The total cross section diverges like 1/ε, and the momentum-transfer cross section only logarithmically. The file first checks that nothing singular is left once the cone is gone.

```lean
/-- With the forward cone `1 - c < ε` removed, every angular moment is integrable. -/
theorem cutoff_integrable (β : ℝ) (j : ℕ) {ε : ℝ} (hε : 0 < ε) :
    IntervalIntegrable (mottMoment β j) volume (-1) (1 - ε) := by
  apply ContinuousOn.intervalIntegrable
  show ContinuousOn (fun c : ℝ => (1 - β ^ 2 * (1 - c) / 2) * (1 - c) ^ j / (1 - c) ^ 2) _
  refine ContinuousOn.div (by fun_prop) (by fun_prop) (fun c hc => pow_ne_zero 2 ?_)
  have : 0 < 1 - c := by rcases mem_uIcc.mp hc with h | h <;> linarith [h.1, h.2]
  exact this.ne'
```

The denominator is nonzero throughout the remaining range, so the integrand is continuous there. Then the total cross section follows.

```lean
/-- With the forward cone removed, the total cross section integral consists of a `1 / ε` term,
a constant and a logarithm. -/
theorem total_cutoff (β : ℝ) {ε : ℝ} (hε : 0 < ε) :
    ∫ c in (-1)..(1 - ε), mottMoment β 0 c =
      1 / ε - 1 / 2 - β ^ 2 / 2 * Real.log (2 / ε) := by
  have hF : ∀ c ∈ uIcc (-1 : ℝ) (1 - ε), HasDerivAt
      (fun x : ℝ => 1 / (1 - x) + β ^ 2 / 2 * Real.log (1 - x)) (mottMoment β 0 c) c := by
    intro c hc
    have hp : 0 < 1 - c := by rcases mem_uIcc.mp hc with h | h <;> linarith [h.1, h.2]
    have hn : 1 - c ≠ 0 := hp.ne'
    have hu : HasDerivAt (fun x : ℝ => 1 - x) (-1) c := (hasDerivAt_id' c).const_sub 1
    refine (((hasDerivAt_const c (1 : ℝ)).fun_div hu hn).fun_add
      ((hu.log hn).const_mul (β ^ 2 / 2))).congr_deriv ?_
    unfold mottMoment
    field_simp
    ring
  rw [intervalIntegral.integral_eq_sub_of_hasDerivAt hF (cutoff_integrable β 0 hε),
    Real.log_div two_ne_zero hε.ne']
  have e2 : (1 : ℝ) - -1 = 2 := by norm_num
  simp only [sub_sub_cancel, e2]
  ring
```

The antiderivative is 1/(1 - c) + (β²/2) log(1 - c). The step `hF` verifies its derivative, and the fundamental theorem of calculus gives the difference of the endpoint values. The momentum-transfer integral is treated in the same way, with antiderivative (β²/2)(1 - c) - log(1 - c).

```lean
/-- With the forward cone removed, the momentum-transfer integral is a logarithm of the cutoff
minus a term linear in it. -/
theorem momentumTransfer_cutoff (β : ℝ) {ε : ℝ} (hε : 0 < ε) :
    ∫ c in (-1)..(1 - ε), mottMoment β 1 c =
      Real.log (2 / ε) - β ^ 2 / 2 * (2 - ε) := by
  have hF : ∀ c ∈ uIcc (-1 : ℝ) (1 - ε), HasDerivAt
      (fun x : ℝ => β ^ 2 / 2 * (1 - x) - Real.log (1 - x)) (mottMoment β 1 c) c := by
    intro c hc
    have hp : 0 < 1 - c := by rcases mem_uIcc.mp hc with h | h <;> linarith [h.1, h.2]
    have hn : 1 - c ≠ 0 := hp.ne'
    have hu : HasDerivAt (fun x : ℝ => 1 - x) (-1) c := (hasDerivAt_id' c).const_sub 1
    refine ((hu.const_mul (β ^ 2 / 2)).fun_sub (hu.log hn)).congr_deriv ?_
    unfold mottMoment
    field_simp
    ring
  rw [intervalIntegral.integral_eq_sub_of_hasDerivAt hF (cutoff_integrable β 1 hε),
    Real.log_div two_ne_zero hε.ne']
  have e2 : (1 : ℝ) - -1 = 2 := by norm_num
  simp only [sub_sub_cancel, e2]
  ring
```

Q: The only condition on ε is that it is positive. What does a cone with ε = 3 mean?

A: Physically nothing; the cone interpretation needs ε < 2. For larger ε the upper limit lies below -1, and the integral is an oriented one, with the usual change of sign. The formulas remain true, but they no longer describe scattering.

Q: Where does this touch practice?

A: In a single-scattering simulation of electron transport, the mean free path is inversely proportional to the total cross section, so the unscreened lowest-order Mott formula for a fixed point charge leaves no positive mean free path to sample from. The logarithm in the j = 1 integral is of the kind known in plasma physics as the Coulomb logarithm, here for the same idealised target with a sharp angular cutoff.

Q: And screening repairs both cross sections?

A: In this model, yes, and every higher moment stays finite too. For η > 0 and c ≤ 1 we have 1 - c + η ≥ η > 0, so the integrand is continuous on the whole closed interval, forward direction included, and a continuous function on a closed bounded interval is integrable.

```lean
/-- With a positive screening parameter, every angular moment is integrable. -/
theorem screened_integrable (β : ℝ) {η : ℝ} (hη : 0 < η) (j : ℕ) :
    IntegrableOn (screenedMoment β η j) (Ioo (-1) 1) := by
  have hc : ContinuousOn (screenedMoment β η j) (Icc (-1) 1) := by
    show ContinuousOn
      (fun c : ℝ => (1 - β ^ 2 * (1 - c) / 2) * (1 - c) ^ j / (1 - c + η) ^ 2) _
    refine ContinuousOn.div (by fun_prop) (by fun_prop) (fun c hc => pow_ne_zero 2 ?_)
    have : 0 < 1 - c + η := by linarith [hc.2]
    exact this.ne'
  exact hc.integrableOn_Icc.mono_set Ioo_subset_Icc_self

end

end MottMoments
```

```lean
#print axioms MottMoments.mottMoment_integrable_iff
-- 'MottMoments.mottMoment_integrable_iff' depends on axioms: [propext, Classical.choice, Quot.sound]
#print axioms MottMoments.total_cutoff
-- 'MottMoments.total_cutoff' depends on axioms: [propext, Classical.choice, Quot.sound]
#print axioms MottMoments.momentumTransfer_cutoff
-- 'MottMoments.momentumTransfer_cutoff' depends on axioms: [propext, Classical.choice, Quot.sound]
#print axioms MottMoments.screened_integrable
-- 'MottMoments.screened_integrable' depends on axioms: [propext, Classical.choice, Quot.sound]
```

Q: How much work does the condition η > 0 do? Suppose I drop it.

A: Then the statement is false. Take η = 0 and j = 1, at any speed 0 < β < 1. The screened integrand becomes

1/(1 - c) - β²/2,

which is the unscreened f_1 again, and its integral up to c = 1 - ε is log(2/ε) - (β²/2)(2 - ε), which grows without bound as ε → 0. However small a positive η is, the integral is finite; at η = 0 it is not.

Q: Then my remaining doubt is about the model and not about the translation. A real atom is not a point charge with one number η attached.

A: That doubt is fair. What is established concerns the angular shape as defined: without screening, the weights j = 0 and j = 1 fail and all higher integer weights succeed. How well a single η describes a given atom is a question about its charge distribution, and the theorems take no position on it.
